# Without antiunitary symmetries, Dirac mass terms repeat when two matrices are added by doubling

Let $g_i$ be any family of complex $n\times n$ matrices. A Hermitian matrix $M$ on $\mathbb C^2\otimes\mathbb C^n$ with $M^2=1$ anticommutes with $\sigma_x\otimes 1$, $\sigma_y\otimes 1$ and every $\sigma_z\otimes g_i$ if and only if $M=\sigma_z\otimes m$ for a unique Hermitian $m$ with $m^2=1$ that anticommutes with every $g_i$. Moreover, two such matrices $m$ can be deformed continuously into each other, within the allowed set, exactly when their doubled versions can.

## Mass terms and the gap

Consider a non-interacting Dirac Hamiltonian
$$H(k)=\sum_i k_i g_i+\mu M_0,$$
with real momenta $k_i$, a real number $\mu$, finitely many Hermitian matrices $g_i$, and a Hermitian matrix $M_0$ that squares to one and anticommutes with all $g_i$. The cross terms in the square cancel, so
$$H(k)^2=\Big(\sum_i k_i g_i\Big)^2+\mu^2 .$$
The first term is non-negative, and every energy satisfies $|E|\ge|\mu|$. This is why such an $M_0$ is called a mass term. The condition $M_0^2=1$ is a normalisation, with the size of the gap carried by $\mu$. A chiral symmetry is also an operator that the mass must anticommute with, so it can be included in the family.

The passage from $g_i$ to the doubled family $\sigma_x\otimes1$, $\sigma_y\otimes1$, $\sigma_z\otimes g_i$ adds two matrices. If both multiply new momenta, the spatial dimension rises by two. For linearised, non-interacting Hamiltonians of this form, the result says that the possible masses before and after correspond one to one, and that two masses can be deformed into each other exactly when their doubled partners can.

## Derivation from the four blocks

Number the spin components 0 and 1, and write $M_{ab}$ for the $n\times n$ blocks of $M$:
$$M=\begin{pmatrix}M_{00}&M_{01}\\M_{10}&M_{11}\end{pmatrix}.$$
Multiplication by $\sigma_x\otimes1$ from the right exchanges the columns, and from the left the rows. The anticommutator is therefore
$$\begin{pmatrix}M_{01}+M_{10}&M_{00}+M_{11}\\M_{11}+M_{00}&M_{10}+M_{01}\end{pmatrix}=0,$$
which gives $M_{10}=-M_{01}$ and $M_{11}=-M_{00}$. The upper left block of the anticommutator with $\sigma_y\otimes1$ is
$$i\,M_{01}-i\,M_{10}=0,$$
so $M_{01}=M_{10}$. Together with $M_{10}=-M_{01}$ this makes both off-diagonal blocks vanish. Hence
$$M=\sigma_z\otimes m,\qquad m=M_{00}.$$
Neither Hermiticity nor $M^2=1$ has been used so far.

The remaining conditions pass through the Kronecker product, because $(a\otimes b)(c\otimes d)=ac\otimes bd$ and $\sigma_z^2=1$:
$$M^\dagger=\sigma_z\otimes m^\dagger,\qquad M^2=1\otimes m^2,$$
$$M(\sigma_z\otimes g_i)+(\sigma_z\otimes g_i)M=1\otimes(m g_i+g_i m).$$
Comparing upper left blocks shows that $m$ is Hermitian, squares to one and anticommutes with each $g_i$.

Conversely, if $m$ has these properties, the same formulas give them for $\sigma_z\otimes m$. The two added matrices cause no trouble, since for $s=\sigma_x$ or $\sigma_y$
$$(\sigma_z\otimes m)(s\otimes1)+(s\otimes1)(\sigma_z\otimes m)=(\sigma_z s+s\sigma_z)\otimes m=0.$$
Uniqueness holds because the upper left block of $\sigma_z\otimes m$ is $m$ itself.

For deformations, let $m(t)$ be a continuous path of masses. Then $\sigma_z\otimes m(t)$ is a continuous path of masses of the doubled family. In the other direction, a path $M(t)$ of doubled masses has the form $\sigma_z\otimes M_{00}(t)$ at each $t$, and $M_{00}(t)$ is a continuous path of masses of the original family.

## One orbital

Take $n=1$ and no $g_i$ at all. The mass $m$ is then a number with $m^2=1$, so $m=\pm1$, and the doubled problem has exactly the two masses $M=\pm\sigma_z$. These are the two signs of the mass in the two-dimensional Dirac Hamiltonian $k_x\sigma_x+k_y\sigma_y+\mu M$.

## Reducing a numerical search for masses

A program that looks for the masses of a doubled family can solve for the $n\times n$ matrix $m$ in place of the $2n\times2n$ matrix $M$, with $n^2$ complex entries where there were $4n^2$. In NumPy the doubled mass is `np.kron(sz, m)`, and the way back is the slice `M[:n, :n]`. With the factors in the opposite order, `np.kron(m, sz)`, the spin-up block is `M[::2, ::2]`. The norm of `M - np.kron(sz, M[:n, :n])` tests whether a candidate in the first ordering has the required form.

## The definitions in Lean

The type `n` labels the orbitals and is finite. The type `ι` labels the family and is unrestricted, so the family may be empty or infinite.

```lean
import Mathlib

open Matrix
open scoped Kronecker

namespace ComplexMassPeriodicity

noncomputable section

variable {n ι : Type*} [Fintype n] [DecidableEq n]
```

The Pauli matrices are written out in the usual convention, with $\sigma_z$ diagonal and its first entry equal to $+1$.

```lean
/-- The Pauli matrix σx. -/
def sx : Matrix (Fin 2) (Fin 2) ℂ := !![0, 1; 1, 0]

/-- The Pauli matrix σy. -/
def sy : Matrix (Fin 2) (Fin 2) ℂ := !![0, -Complex.I; Complex.I, 0]

/-- The Pauli matrix σz. -/
def sz : Matrix (Fin 2) (Fin 2) ℂ := !![1, 0; 0, -1]
```

A mass term is defined by three conditions: Hermiticity, square one, and a vanishing anticommutator with each member of the family. Nothing is required of the $g_i$ themselves. They need not be Hermitian or anticommute with one another, although the gap argument above does need them to be Hermitian.

```lean
/-- A normalised mass term for the family `g`: a Hermitian matrix that squares to one and
anticommutes with every member of `g`. -/
def IsMass (g : ι → Matrix n n ℂ) (m : Matrix n n ℂ) : Prop :=
  m.IsHermitian ∧ m * m = 1 ∧ ∀ i, m * g i + g i * m = 0
```

The doubled family is indexed by `Fin 2 ⊕ ι`. The left part holds $\sigma_x\otimes1$ and $\sigma_y\otimes1$, and the right part holds the matrices $\sigma_z\otimes g_i$. Rows and columns carry a pair of labels, spin first and orbital second.

```lean
/-- The doubled family on C² ⊗ Cⁿ: σx ⊗ 1, σy ⊗ 1 and all σz ⊗ g i. -/
def doubled (g : ι → Matrix n n ℂ) : Fin 2 ⊕ ι → Matrix (Fin 2 × n) (Fin 2 × n) ℂ :=
  Sum.elim ![sx ⊗ₖ (1 : Matrix n n ℂ), sy ⊗ₖ (1 : Matrix n n ℂ)] (fun i => sz ⊗ₖ g i)
```

The block called $M_{00}$ above is obtained by fixing both spin labels to 0.

```lean
/-- The spin-up block of a matrix on C² ⊗ Cⁿ. -/
def upperBlock (M : Matrix (Fin 2 × n) (Fin 2 × n) ℂ) : Matrix n n ℂ :=
  M.submatrix (fun i => ((0 : Fin 2), i)) (fun i => ((0 : Fin 2), i))
```

These definitions describe finite matrices with complex entries and a doubled family that is already in the stated form. A change of basis that brings a given Dirac Hamiltonian into that form is a separate step. Antiunitary symmetries, such as time reversal or the particle-hole symmetry of a superconductor, impose further conditions on $M$ that do not appear in `IsMass`.

## From the Pauli relations to the block form

The first lemma collects what is needed about $\sigma_z$, and checks each relation entry by entry.

```lean
/-- The matrix σz is Hermitian, squares to one, and anticommutes with σx and σy. -/
theorem sz_relations : sz.IsHermitian ∧ sz * sz = 1 ∧
    sz * sx + sx * sz = 0 ∧ sz * sy + sy * sz = 0 := by
  refine ⟨?_, ?_, ?_, ?_⟩
  · unfold Matrix.IsHermitian
    ext i j
    fin_cases i <;> fin_cases j <;> simp [sz, Matrix.conjTranspose_apply]
  all_goals
    ext i j
    fin_cases i <;> fin_cases j <;>
      simp [sz, sx, sy, Matrix.mul_apply, Fin.sum_univ_two]
```

The second lemma reads $m$ off from $s\otimes m$ when $s_{00}=1$. It is applied with $s=\sigma_z$ and with $s=1$, and takes the place of "compare upper left blocks" in the derivation.

```lean
omit [Fintype n] [DecidableEq n] in
/-- If the upper left entry of `s` is one, the spin-up block of s ⊗ m is m. -/
theorem upperBlock_kronecker (s : Matrix (Fin 2) (Fin 2) ℂ) (m : Matrix n n ℂ)
    (hs : s 0 0 = 1) : upperBlock (s ⊗ₖ m) = m := by
  ext i j
  change s 0 0 * m i j = m i j
  rw [hs, one_mul]
```

The next theorem is the block calculation. The equations `ex` and `ed` are the $(0,0)$ and $(0,1)$ blocks of the anticommutator with $\sigma_x\otimes1$, and `ey` is the $(0,0)$ block of the one with $\sigma_y\otimes1$. In `h01`, half of `ex` is added to $-i/2$ times `ey`, which leaves $M_{01}=0$ once $i^2=-1$ is used. The other two blocks follow from `ex` and `ed`, and the last lines compare $M$ with $\sigma_z\otimes M_{00}$ for the four pairs of spin labels.

```lean
/-- A matrix that anticommutes with σx ⊗ 1 and σy ⊗ 1 is σz tensored with its spin-up block. -/
theorem eq_sz_kronecker {M : Matrix (Fin 2 × n) (Fin 2 × n) ℂ}
    (hx : M * (sx ⊗ₖ (1 : Matrix n n ℂ)) + (sx ⊗ₖ (1 : Matrix n n ℂ)) * M = 0)
    (hy : M * (sy ⊗ₖ (1 : Matrix n n ℂ)) + (sy ⊗ₖ (1 : Matrix n n ℂ)) * M = 0) :
    M = sz ⊗ₖ upperBlock M := by
  -- the block equations contained in the two anticommutators
  have ex : ∀ i j, M (0, i) (1, j) + M (1, i) (0, j) = 0 := fun i j => by
    have h := congrFun (congrFun hx (0, i)) (0, j)
    simpa [sx, Matrix.mul_apply, Fintype.sum_prod_type, Fin.sum_univ_two,
      Matrix.one_apply] using h
  have ed : ∀ i j, M (0, i) (0, j) + M (1, i) (1, j) = 0 := fun i j => by
    have h := congrFun (congrFun hx (0, i)) (1, j)
    simpa [sx, Matrix.mul_apply, Fintype.sum_prod_type, Fin.sum_univ_two,
      Matrix.one_apply] using h
  have ey : ∀ i j, M (0, i) (1, j) * Complex.I + -(Complex.I * M (1, i) (0, j)) = 0 :=
    fun i j => by
      have h := congrFun (congrFun hy (0, i)) (0, j)
      simpa [sy, Matrix.mul_apply, Fintype.sum_prod_type, Fin.sum_univ_two,
        Matrix.one_apply] using h
  -- the off-diagonal blocks vanish, the diagonal ones are opposite
  have h01 : ∀ i j, M (0, i) (1, j) = 0 := fun i j => by
    linear_combination (1 / 2) * ex i j - Complex.I / 2 * ey i j
      + (M (0, i) (1, j) - M (1, i) (0, j)) / 2 * Complex.I_sq
  have h10 : ∀ i j, M (1, i) (0, j) = 0 := fun i j => by
    linear_combination ex i j - h01 i j
  have h11 : ∀ i j, M (1, i) (1, j) = -M (0, i) (0, j) := fun i j => by
    linear_combination ed i j
  ext ⟨a, i⟩ ⟨b, j⟩
  change M (a, i) (b, j) = sz a b * M (0, i) (0, j)
  fin_cases a <;> fin_cases b <;> simp [sz, h01, h10, h11]
```

## The correspondence of masses

The following equivalence treats matrices already known to be of the form $\sigma_z\otimes m$. The auxiliary equations `hsq` and `hac` are the formulas for $M^2$ and for the anticommutator with $\sigma_z\otimes g_i$. From left to right, the proof takes the spin-up block of each condition. From right to left, `hs` shows that any $s$ anticommuting with $\sigma_z$ gives an $s\otimes1$ anticommuting with $\sigma_z\otimes m$, and this is used for $\sigma_x$ and $\sigma_y$.

```lean
/-- The matrix σz ⊗ m is a mass term for the doubled family exactly when m is a mass term for
the original one. -/
theorem isMass_kronecker_iff (g : ι → Matrix n n ℂ) (m : Matrix n n ℂ) :
    IsMass (doubled g) (sz ⊗ₖ m) ↔ IsMass g m := by
  obtain ⟨hz, hzz, hzx, hzy⟩ := sz_relations
  have hsq : (sz ⊗ₖ m) * (sz ⊗ₖ m) = (1 : Matrix (Fin 2) (Fin 2) ℂ) ⊗ₖ (m * m) := by
    rw [← Matrix.mul_kronecker_mul, hzz]
  have hac : ∀ i, (sz ⊗ₖ m) * (sz ⊗ₖ g i) + (sz ⊗ₖ g i) * (sz ⊗ₖ m)
      = (1 : Matrix (Fin 2) (Fin 2) ℂ) ⊗ₖ (m * g i + g i * m) := fun i => by
    rw [← Matrix.mul_kronecker_mul, ← Matrix.mul_kronecker_mul, hzz, Matrix.kronecker_add]
  constructor
  · rintro ⟨hH, h1, h⟩
    refine ⟨?_, ?_, fun i => ?_⟩
    · have h2 : (upperBlock (sz ⊗ₖ m)).IsHermitian := hH.submatrix _
      rwa [upperBlock_kronecker sz m (by simp [sz])] at h2
    · rw [hsq, ← Matrix.one_kronecker_one] at h1
      have h2 := congrArg upperBlock h1
      rwa [upperBlock_kronecker _ _ (by simp), upperBlock_kronecker _ _ (by simp)] at h2
    · have h2 := congrArg upperBlock ((hac i).symm.trans (h (Sum.inr i)))
      rw [upperBlock_kronecker _ _ (by simp)] at h2
      exact h2.trans (by ext; rfl)
  · rintro ⟨hH, h1, h⟩
    -- anticommutation on the spin factor carries over to the product
    have hs : ∀ s : Matrix (Fin 2) (Fin 2) ℂ, sz * s + s * sz = 0 →
        (sz ⊗ₖ m) * (s ⊗ₖ (1 : Matrix n n ℂ)) + (s ⊗ₖ (1 : Matrix n n ℂ)) * (sz ⊗ₖ m) = 0 :=
      fun s h0 => by
        rw [← Matrix.mul_kronecker_mul, ← Matrix.mul_kronecker_mul, mul_one, one_mul,
          ← Matrix.add_kronecker, h0, Matrix.zero_kronecker]
    refine ⟨?_, ?_, ?_⟩
    · unfold Matrix.IsHermitian
      rw [Matrix.conjTranspose_kronecker, hz.eq, hH.eq]
    · rw [hsq, h1, Matrix.one_kronecker_one]
    · rintro (a | i)
      · fin_cases a
        · exact hs sx hzx
        · exact hs sy hzy
      · exact (hac i).trans (by rw [h i, Matrix.kronecker_zero])
```

The main theorem combines the two preceding results. The symbol `∃!` means "there is exactly one", here exactly one $m$ that is a mass of the original family and satisfies $M=\sigma_z\otimes m$. The proof supplies `upperBlock M` as this $m$, and any other candidate is found to equal it by taking the spin-up block of $\sigma_z\otimes m$.

```lean
/-- The matrix M is a mass term for the doubled family exactly when M = σz ⊗ m for a unique mass
term m of the original family. -/
theorem isMass_doubled_iff (g : ι → Matrix n n ℂ) (M : Matrix (Fin 2 × n) (Fin 2 × n) ℂ) :
    IsMass (doubled g) M ↔ ∃! m, IsMass g m ∧ M = sz ⊗ₖ m := by
  constructor
  · intro h
    have e := eq_sz_kronecker (h.2.2 (Sum.inl 0)) (h.2.2 (Sum.inl 1))
    refine ⟨upperBlock M, ⟨(isMass_kronecker_iff g _).1 (by rw [← e]; exact h), e⟩, ?_⟩
    rintro m ⟨_, hm⟩
    rw [hm, upperBlock_kronecker sz m (by simp [sz])]
  · rintro ⟨m, ⟨hm, e⟩, _⟩
    rw [e]
    exact (isMass_kronecker_iff g m).2 hm
```

## Deformations and the smallest example

The statement `JoinedIn S a b` says that a continuous path runs from `a` to `b` and stays in the set `S`. With `S` the set of masses, this is deformation without losing the mass conditions at any point. The proof maps a path forward by $m\mapsto\sigma_z\otimes m$ and back by the spin-up block, after checking that both maps are continuous.

```lean
/-- Two mass terms are joined by a continuous path of mass terms exactly when their doubled
versions are joined by a continuous path of mass terms of the doubled family. -/
theorem joined_doubled_iff (g : ι → Matrix n n ℂ) (m₀ m₁ : Matrix n n ℂ) :
    JoinedIn {M | IsMass (doubled g) M} (sz ⊗ₖ m₀) (sz ⊗ₖ m₁) ↔
      JoinedIn {m | IsMass g m} m₀ m₁ := by
  constructor
  · rintro ⟨γ, hγ⟩
    have hc : Continuous (upperBlock (n := n)) :=
      continuous_matrix fun i j => continuous_id.matrix_elem (0, i) (0, j)
    -- the spin-up block of the path is a path of masses
    have h : JoinedIn {m | IsMass g m} (upperBlock (sz ⊗ₖ m₀)) (upperBlock (sz ⊗ₖ m₁)) := by
      refine ⟨γ.map hc, fun t => ?_⟩
      have ht : IsMass (doubled g) (γ t) := hγ t
      have e := eq_sz_kronecker (ht.2.2 (Sum.inl 0)) (ht.2.2 (Sum.inl 1))
      exact (isMass_kronecker_iff g (upperBlock (γ t))).1 (by rw [← e]; exact ht)
    rwa [upperBlock_kronecker sz m₀ (by simp [sz]),
      upperBlock_kronecker sz m₁ (by simp [sz])] at h
  · rintro ⟨γ, hγ⟩
    have hc : Continuous (fun m : Matrix n n ℂ => sz ⊗ₖ m) :=
      continuous_matrix fun a b => continuous_const.mul (continuous_id.matrix_elem a.2 b.2)
    exact ⟨γ.map hc, fun t => (isMass_kronecker_iff g (γ t)).2 (hγ t)⟩
```

Doubling thus leaves the division of masses into deformation classes unchanged. The comparison is made between one family on $\mathbb C^n$ and its double on $\mathbb C^{2n}$. The periodic table of topological insulators goes further, since it also allows trivial bands to be added and assigns groups to the resulting classes.

The one-orbital case is stated with the family indexed by `Empty`, so that there are no generators. The main theorem reduces the problem to a $1\times1$ matrix $m$, whose only entry squares to one and is therefore $1$ or $-1$.

```lean
/-- For a single orbital and no original generators, M is a mass term for the doubled family exactly
when it is σz ⊗ 1 or σz ⊗ (-1). -/
theorem two_masses (g : Empty → Matrix (Fin 1) (Fin 1) ℂ)
    (M : Matrix (Fin 2 × Fin 1) (Fin 2 × Fin 1) ℂ) :
    IsMass (doubled g) M ↔ M = sz ⊗ₖ (1 : Matrix (Fin 1) (Fin 1) ℂ) ∨
      M = sz ⊗ₖ (-1 : Matrix (Fin 1) (Fin 1) ℂ) := by
  constructor
  · intro hM
    obtain ⟨m, ⟨hm, e⟩, _⟩ := (isMass_doubled_iff g M).1 hM
    have h : m 0 0 * m 0 0 = 1 := by
      have h2 := congrFun (congrFun hm.2.1 0) 0
      rwa [Matrix.mul_apply, Fin.sum_univ_one, Matrix.one_apply_eq] at h2
    rcases mul_self_eq_one_iff.1 h with h | h
    · left
      rw [e]
      congr 1
      ext i j
      rw [Subsingleton.elim i 0, Subsingleton.elim j 0, h, Matrix.one_apply_eq]
    · right
      rw [e]
      congr 1
      ext i j
      rw [Subsingleton.elim i 0, Subsingleton.elim j 0, h, Matrix.neg_apply,
        Matrix.one_apply_eq]
  · rintro (e | e)
    · rw [e]
      exact (isMass_kronecker_iff g _).2 ⟨Matrix.isHermitian_one, by simp, fun i => i.elim⟩
    · rw [e]
      exact (isMass_kronecker_iff g _).2
        ⟨Matrix.isHermitian_one.neg, by simp, fun i => i.elim⟩
```

The last theorem gives an example with a non-empty family. The matrix $\sigma_z$ is a mass for $\sigma_x,\sigma_y$, and $\sigma_z\otimes\sigma_z$ is one for the four $4\times4$ matrices $\sigma_x\otimes1$, $\sigma_y\otimes1$, $\sigma_z\otimes\sigma_x$ and $\sigma_z\otimes\sigma_y$.

```lean
/-- The matrix σz is a mass term for the pair σx, σy, and σz ⊗ σz is one for the doubled
family. -/
theorem isMass_witness : IsMass ![sx, sy] sz ∧ IsMass (doubled ![sx, sy]) (sz ⊗ₖ sz) := by
  obtain ⟨hz, hzz, hzx, hzy⟩ := sz_relations
  have h : IsMass ![sx, sy] sz := by
    refine ⟨hz, hzz, fun i => ?_⟩
    fin_cases i
    · exact hzx
    · exact hzy
  exact ⟨h, (isMass_kronecker_iff _ _).2 h⟩

end

end ComplexMassPeriodicity
```

```lean
#print axioms ComplexMassPeriodicity.joined_doubled_iff
#print axioms ComplexMassPeriodicity.two_masses
```

```
'ComplexMassPeriodicity.joined_doubled_iff' depends on axioms: [propext, Classical.choice, Quot.sound]
'ComplexMassPeriodicity.two_masses' depends on axioms: [propext, Classical.choice, Quot.sound]
```
